# The Borel variable w(t) maps the plane cut along t ≤ −1 one-to-one onto the unit disc

## Definitions and conventions

A perturbation series $\sum_n a_n g^n$ in a coupling $g$ with factorially growing coefficients has the Borel transform $B(t)=\sum_n a_n t^n/n!$. We take the case in which the singularity of $B$ nearest the origin lies on the negative real axis, and choose the unit of $g$ so that it sits at $t=-1$. We write

$$s=\sqrt{1+t},\qquad w(t)=\frac{s-1}{s+1},$$

with the principal root, whose phase is half the phase of $1+t$ taken in $(-\pi,\pi]$. The cut plane is $\mathbb C$ without the real ray $t\le-1$.

## The problem of the small circle

The series for $B$ diverges for $|t|>1$, but the Laplace integral $\int_0^\infty e^{-x}B(gx)\,dx$, which is meant to return the physical quantity at a coupling $g>0$, needs $B$ on the whole positive axis. Re-expanding $B$ in powers of $w$ reaches that axis if $B$ is holomorphic on the cut plane. This is how the map serves divergent series such as the ground-state energy of the quartic anharmonic oscillator, once that analyticity is granted.

## What is stated

In Lean, `cutPlane` is the cut plane, `root t` is $s$, `conformalVar` is $w(t)$, and `inverseMap` is $w\mapsto 4w/(1-w)^2$. The disc is `Metric.ball 0 1`.

- `borel_conformal_map`: $w(t)$ is a bijection from the cut plane onto the open disc, `inverseMap` is its two-sided inverse, and both are holomorphic (`DifferentiableOn ℂ`).
- `norm_conformalVar_on_cut`: points on the ray go to the unit circle. The principal root assigns them their value on the upper lip of the cut.
- `borel_resummation`: if `B` is holomorphic on the cut plane, its series in powers of $w(t)$ sums to $B(t)$ at every point there.

The hypothesis `hB` says that all singularities of the Borel transform lie on the ray; for a given physical system it must come from elsewhere. The step from $B$ back to the physical quantity, through the Laplace integral, is left open.

## Derivation

**Into the disc.** For $t$ in the cut plane, $1+t=\rho e^{i\varphi}$ with $\rho>0$ and $|\varphi|<\pi$, so $\operatorname{Re}s=\sqrt\rho\cos(\varphi/2)>0$. Since $|s+1|^2-|s-1|^2=4\operatorname{Re}s$, we get $|w|<1$.

**Back again.** From $1-w=2/(s+1)$,
$$\frac{4w}{(1-w)^2}=(s-1)(s+1)=s^2-1=t.$$

**Onto the disc.** Let $|w|<1$, $t=4w/(1-w)^2$ and $r=(1+w)/(1-w)$. Then $r+1=2/(1-w)\neq0$ and $r-1=w(r+1)$, so $|r-1|<|r+1|$ and $\operatorname{Re}r>0$. Also
$$r^2=\frac{(1-w)^2+4w}{(1-w)^2}=1+t.$$
If $t$ were real with $t\le-1$, then $2\operatorname{Re}r\operatorname{Im}r=0$ would make $r$ real and $r^2>0$, a contradiction. So $t$ is in the cut plane. Now $s=\pm r$, and both have positive real part, hence $s=r$ and $w(t)=(r-1)/(r+1)=w$.

**Holomorphy.** The root is holomorphic off its cut, and the denominators $s+1$ and $(1-w)^2$ do not vanish.

**On the ray.** Here $s^2=1+t\le0$, so $s=iy$ with $y$ real, and $|iy-1|=|iy+1|$.

**Re-expansion.** The function $F(w)=B(4w/(1-w)^2)$ is holomorphic in the disc, so its Taylor series at $0$ converges there. At $w=w(t)$ its sum is $B(t)$.

## An instance at t = 3

Take $B(t)=1/(1+t)$. At $t=3$ its own series $1-3+9-\dots$ diverges. Here $s=2$ and $w=1/3$, and
$$F(w)=\left(\frac{1-w}{1+w}\right)^2=1-4w+8w^2-12w^3+\dots$$
The partial sums through $w^6$ are $1,\,-0.333,\,0.556,\,0.111,\,0.309,\,0.226,\,0.259$, approaching $B(3)=1/4$.

## The Lean file

```lean
import Mathlib

open Complex

namespace BorelConformalMap

noncomputable section

/-- The complex plane without the real ray `t ≤ -1`. -/
def cutPlane : Set ℂ := {t | ¬ (t.im = 0 ∧ t.re ≤ -1)}

/-- The principal square root of `1 + t`. -/
def root (t : ℂ) : ℂ := (1 + t) ^ (1 / 2 : ℂ)

/-- The conformal variable `w(t) = (√(1+t) - 1) / (√(1+t) + 1)`, used for `t` in the
cut plane and on its boundary ray. -/
def conformalVar (t : ℂ) : ℂ := (root t - 1) / (root t + 1)

/-- The map `w ↦ 4w / (1-w)²`, defined for `w ≠ 1`. -/
def inverseMap (w : ℂ) : ℂ := 4 * w / (1 - w) ^ 2

/-- A point `t` lies in the cut plane exactly when `1 + t` avoids the branch cut of the
principal square root. -/
theorem mem_cutPlane_iff (t : ℂ) : t ∈ cutPlane ↔ 1 + t ∈ slitPlane := by
  rw [mem_slitPlane_iff]
  simp only [cutPlane, Set.mem_ofPred_eq, add_re, add_im, one_re, one_im, zero_add]
  constructor
  · intro h
    by_cases hi : t.im = 0
    · left
      by_contra hc
      exact h ⟨hi, by linarith⟩
    · exact Or.inr hi
  · rintro (h | h) ⟨hi, hr⟩
    · linarith
    · exact h hi

/-- The principal root squares to `1 + t`. -/
theorem root_sq (t : ℂ) : root t ^ 2 = 1 + t := by
  have h := cpow_nat_inv_pow (1 + t) (two_ne_zero : (2 : ℕ) ≠ 0)
  rw [root, one_div]
  exact_mod_cast h

/-- On the cut plane the principal root of `1 + t` has positive real part. -/
theorem root_re_pos {t : ℂ} (ht : t ∈ cutPlane) : 0 < (root t).re := by
  obtain ⟨ha, h0⟩ := mem_slitPlane_iff_arg.mp ((mem_cutPlane_iff t).mp ht)
  have hlt := lt_of_le_of_ne (arg_le_pi (1 + t)) ha
  have hgt := neg_pi_lt_arg (1 + t)
  -- the root has half the phase of `1 + t`
  have him : (log (1 + t) * (1 / 2 : ℂ)).im = (1 + t).arg / 2 := by
    rw [show (1 / 2 : ℂ) = ((1 / 2 : ℝ) : ℂ) by norm_num, im_mul_ofReal, log_im]
    ring
  rw [root, cpow_def_of_ne_zero h0, exp_re, him]
  exact mul_pos (Real.exp_pos _)
    (Real.cos_pos_of_mem_Ioo ⟨by linarith, by linarith⟩)

/-- A point is closer to `1` than to `-1` exactly when its real part is positive. -/
theorem norm_sub_one_lt_iff (s : ℂ) : ‖s - 1‖ < ‖s + 1‖ ↔ 0 < s.re := by
  rw [← sq_lt_sq₀ (norm_nonneg _) (norm_nonneg _), Complex.sq_norm, Complex.sq_norm,
    normSq_apply, normSq_apply]
  simp only [sub_re, add_re, sub_im, add_im, one_re, one_im]
  constructor <;> intro h <;> nlinarith

/-- If `r` has positive real part and `r² = 1 + t`, then `t` lies in the cut plane and `r`
is the principal root of `1 + t`. -/
theorem root_unique {r t : ℂ} (hp : 0 < r.re) (h : r ^ 2 = 1 + t) :
    t ∈ cutPlane ∧ root t = r := by
  have ht : t ∈ cutPlane := by
    rintro ⟨hi, hr⟩
    have h1 := congrArg Complex.re h
    have h2 := congrArg Complex.im h
    simp only [pow_two, mul_re, mul_im, add_re, add_im, one_re, one_im] at h1 h2
    have h3 : r.re * r.im = 0 := by linarith
    have h4 : r.im = 0 := (mul_eq_zero.mp h3).resolve_left hp.ne'
    rw [h4] at h1
    nlinarith [mul_pos hp hp]
  refine ⟨ht, ?_⟩
  rcases sq_eq_sq_iff_eq_or_eq_neg.mp ((root_sq t).trans h.symm) with h1 | h1
  · exact h1
  · -- the other root has negative real part
    have h2 := root_re_pos ht
    rw [h1, neg_re] at h2
    linarith

/-- For `|w| < 1` the point `4w/(1-w)²` lies in the cut plane, and its conformal variable
is `w`. -/
theorem conformalVar_inverseMap {w : ℂ} (hw : ‖w‖ < 1) :
    inverseMap w ∈ cutPlane ∧ conformalVar (inverseMap w) = w := by
  have h1 : 1 - w ≠ 0 := by
    intro h
    rw [← sub_eq_zero.mp h, norm_one] at hw
    exact lt_irrefl _ hw
  have hv := mul_inv_cancel₀ h1
  -- the candidate for the root is `r = (1+w)/(1-w)`
  obtain ⟨r, hr⟩ : ∃ r, r = (1 + w) * (1 - w)⁻¹ := ⟨_, rfl⟩
  have hadd : r + 1 = 2 * (1 - w)⁻¹ := by
    rw [hr]
    linear_combination (-1) * hv
  have hsub : r - 1 = w * (r + 1) := by
    rw [hr]
    linear_combination (1 + w) * hv
  have hne : r + 1 ≠ 0 := by
    rw [hadd]
    exact mul_ne_zero two_ne_zero (inv_ne_zero h1)
  have hp : 0 < r.re := by
    rw [← norm_sub_one_lt_iff, hsub, norm_mul]
    nlinarith [norm_pos_iff.mpr hne]
  have hsq : r ^ 2 = 1 + inverseMap w := by
    rw [inverseMap, div_eq_mul_inv, ← inv_pow, hr]
    linear_combination ((1 - w) * (1 - w)⁻¹ + 1) * hv
  obtain ⟨ht, hroot⟩ := root_unique hp hsq
  refine ⟨ht, ?_⟩
  rw [conformalVar, hroot, div_eq_iff hne]
  exact hsub

/-- The map `w(t)` is a holomorphic bijection from the plane without the ray `t ≤ -1` onto
the open unit disc, and its inverse `t = 4w/(1-w)²` is holomorphic on the disc. -/
theorem borel_conformal_map :
    Set.BijOn conformalVar cutPlane (Metric.ball 0 1) ∧
    Set.InvOn inverseMap conformalVar cutPlane (Metric.ball 0 1) ∧
    DifferentiableOn ℂ conformalVar cutPlane ∧
    DifferentiableOn ℂ inverseMap (Metric.ball 0 1) := by
  have hne : ∀ t ∈ cutPlane, root t + 1 ≠ 0 := fun t ht =>
    norm_pos_iff.mp ((norm_nonneg _).trans_lt
      ((norm_sub_one_lt_iff _).mpr (root_re_pos ht)))
  have hmaps : Set.MapsTo conformalVar cutPlane (Metric.ball 0 1) := by
    intro t ht
    rw [mem_ball_zero_iff, conformalVar, norm_div,
      div_lt_one (norm_pos_iff.mpr (hne t ht))]
    exact (norm_sub_one_lt_iff _).mpr (root_re_pos ht)
  have hinv : Set.InvOn inverseMap conformalVar cutPlane (Metric.ball 0 1) := by
    refine ⟨fun t ht => ?_, fun w hw =>
      (conformalVar_inverseMap (mem_ball_zero_iff.mp hw)).2⟩
    have h := hne t ht
    have h1 : 1 - conformalVar t = 2 / (root t + 1) := by
      rw [conformalVar, eq_div_iff h, sub_mul, div_mul_cancel₀ _ h]
      ring
    have h2 : inverseMap (conformalVar t) = root t ^ 2 - 1 := by
      rw [inverseMap, h1, div_eq_iff (pow_ne_zero 2 (div_ne_zero two_ne_zero h)),
        conformalVar]
      linear_combination (-4 * (root t - 1) * (root t + 1)⁻¹) * mul_inv_cancel₀ h
    rw [h2, root_sq]
    ring
  refine ⟨hinv.bijOn hmaps fun w hw =>
    (conformalVar_inverseMap (mem_ball_zero_iff.mp hw)).1, hinv, ?_, ?_⟩
  · intro t ht
    have hl : DifferentiableAt ℂ (fun x : ℂ => 1 + x) t := by fun_prop
    have hs : DifferentiableAt ℂ root t :=
      hl.cpow (differentiableAt_const _) ((mem_cutPlane_iff t).mp ht)
    have hd : DifferentiableAt ℂ conformalVar t :=
      (hs.sub_const 1).div (hs.add_const 1) (hne t ht)
    exact hd.differentiableWithinAt
  · intro w hw
    have h1 : 1 - w ≠ 0 := by
      intro h
      rw [← sub_eq_zero.mp h, mem_ball_zero_iff, norm_one] at hw
      exact lt_irrefl _ hw
    have ha : DifferentiableAt ℂ (fun x : ℂ => 4 * x) w := by fun_prop
    have hb : DifferentiableAt ℂ (fun x : ℂ => (1 - x) ^ 2) w := by fun_prop
    have hd : DifferentiableAt ℂ inverseMap w := ha.div hb (pow_ne_zero 2 h1)
    exact hd.differentiableWithinAt

/-- Every point of the ray `t ≤ -1` is sent to the unit circle. -/
theorem norm_conformalVar_on_cut {t : ℂ} (hi : t.im = 0) (hr : t.re ≤ -1) :
    ‖conformalVar t‖ = 1 := by
  have h1 := congrArg Complex.re (root_sq t)
  have h2 := congrArg Complex.im (root_sq t)
  simp only [pow_two, mul_re, mul_im, add_re, add_im, one_re, one_im] at h1 h2
  -- on the cut the root is purely imaginary
  have h0 : (root t).re = 0 := by
    have h3 : (root t).re * (root t).im = 0 := by linarith
    rcases mul_eq_zero.mp h3 with h | h
    · exact h
    · rw [h] at h1
      nlinarith [sq_nonneg (root t).re]
  have hne : root t + 1 ≠ 0 := by
    intro h
    have h4 := congrArg Complex.re h
    simp only [add_re, one_re, zero_re] at h4
    linarith
  have hn : ‖root t - 1‖ = ‖root t + 1‖ := by
    apply (sq_eq_sq₀ (norm_nonneg _) (norm_nonneg _)).mp
    rw [Complex.sq_norm, Complex.sq_norm, normSq_apply, normSq_apply]
    simp only [sub_re, add_re, sub_im, add_im, one_re, one_im, h0]
    ring
  rw [conformalVar, norm_div, hn, div_self (norm_ne_zero_iff.mpr hne)]

/-- If a Borel transform `B` is holomorphic on the cut plane, its re-expansion in powers of
`w(t)` converges to `B t` at every point of the cut plane. -/
theorem borel_resummation {B : ℂ → ℂ} (hB : DifferentiableOn ℂ B cutPlane)
    {t : ℂ} (ht : t ∈ cutPlane) :
    HasSum (fun n : ℕ => iteratedDeriv n (fun w => B (inverseMap w)) 0 /
      (n.factorial : ℂ) * conformalVar t ^ n) (B t) := by
  obtain ⟨hbij, hinv, -, hd⟩ := borel_conformal_map
  have hf : DifferentiableOn ℂ (fun w => B (inverseMap w)) (Metric.ball 0 1) :=
    hB.comp hd fun w hw => (conformalVar_inverseMap (mem_ball_zero_iff.mp hw)).1
  -- Taylor expansion on the whole unit disc, evaluated at `w(t)`
  have h := Complex.hasSum_taylorSeries_on_ball (c := 0) (r := 1)
    (by simpa using hf) (by simpa using hbij.mapsTo ht)
  simp only [sub_zero, smul_eq_mul, hinv.1 ht] at h
  have he : (fun n : ℕ => iteratedDeriv n (fun w => B (inverseMap w)) 0 /
      (n.factorial : ℂ) * conformalVar t ^ n) =
      fun n : ℕ => (n.factorial : ℂ)⁻¹ *
        (conformalVar t ^ n * iteratedDeriv n (fun w => B (inverseMap w)) 0) := by
    funext n
    ring
  rw [he]
  exact h

end

end BorelConformalMap
```

```lean
#print axioms BorelConformalMap.borel_conformal_map
#print axioms BorelConformalMap.norm_conformalVar_on_cut
#print axioms BorelConformalMap.borel_resummation
```

```
'BorelConformalMap.borel_conformal_map' depends on axioms: [propext, Classical.choice, Quot.sound]
'BorelConformalMap.norm_conformalVar_on_cut' depends on axioms: [propext, Classical.choice, Quot.sound]
'BorelConformalMap.borel_resummation' depends on axioms: [propext, Classical.choice, Quot.sound]
```

## From the lemmas to the theorems

`root_re_pos` is the half-phase argument, and `norm_sub_one_lt_iff` compares squared distances. `root_unique` excludes the ray and then the root $-r$. `conformalVar_inverseMap` applies it to $r$; its `linear_combination` steps check the identities for $r$ using only $(1-w)(1-w)^{-1}=1$.

In `borel_conformal_map`, `hmaps` is the step into the disc and `hinv` collects the two inverse identities; `hinv.bijOn` turns them into bijectivity. `borel_resummation` composes `B` with `inverseMap` and applies Mathlib's Taylor theorem on a ball.

## The role of `slitPlane`

Mathlib's `slitPlane` is the set of complex numbers with positive real part or nonzero imaginary part. `mem_cutPlane_iff` identifies the cut plane with the condition `1 + t ∈ slitPlane`. That one condition does two jobs: it keeps $1+t$ nonzero with phase different from $\pi$, which gives $\operatorname{Re}s>0$, and it is what the differentiation rule for complex powers, `cpow`, asks of the base.
